# Perfectly nested bands with uniform hybridization $D$ have no level with $|E|<|D|$

Splitting one band crossing does not by itself make an insulator. A two-level calculation at the crossing gives a splitting of $2|D|$ there, but says nothing about the other states, and it does not rule out a level at zero energy. Two small examples below have such a level with $D$ or its matrix analogue nonzero.

In the following model there is no such level when $D\neq0$. Let $A$ be a Hermitian $n\times n$ matrix, the electron band in a finite orthonormal basis. The hole band is $-A$, and a complex number $D$ couples each electron orbital to its hole partner:

$$H=\begin{pmatrix}A & D\,I\\ \bar D\,I & -A\end{pmatrix}.$$

The levels $E$ of $H$ are exactly the solutions of $E^2=a^2+|D|^2$, with $a$ running over the eigenvalues of $A$. Hence $|E|\ge|D|$ for all of them. For an excitonic insulator with perfectly nested bands, treated in mean-field theory with a finite basis, a prescribed uniform order parameter and the chemical potential at zero, the quasiparticle gap is therefore at least $2|D|$. No translation symmetry is assumed.

## A finite basis and nonzero states

The type `n` labels the orbitals: sites, momenta, spins or any finite combination.

In Lean 4 with Mathlib:

```lean
import Mathlib

open Matrix ComplexConjugate

namespace ExcitonicInsulator

variable {n : Type*} [Fintype n] [DecidableEq n]
```

The Hamiltonian acts on `n ⊕ n`, one copy of the labels for each band. Energies are measured from the point about which the two bands mirror each other. The constant `D` is an energy: it stands for the electron–hole mean field that the Coulomb attraction would produce. Here it is given, not found from a self-consistency equation.

```lean
/-- The nested two-band Hamiltonian: an electron band `A`, a hole band `-A`, and a uniform
excitonic hybridization `D` between them. -/
def nestedHamiltonian (A : Matrix n n ℂ) (D : ℂ) : Matrix (n ⊕ n) (n ⊕ n) ℂ :=
  fromBlocks A (D • (1 : Matrix n n ℂ)) (conj D • (1 : Matrix n n ℂ)) (-A)
```

A level is a complex number with a nonzero eigenvector. Without the condition `x ≠ 0`, every number would be a level and the gap would be meaningless.

```lean
/-- `E` is a level of `M` if some nonzero state `x` satisfies `M x = E x`. -/
def IsLevel {m : Type*} [Fintype m] (M : Matrix m m ℂ) (E : ℂ) : Prop :=
  ∃ x : m → ℂ, x ≠ 0 ∧ M *ᵥ x = E • x
```

In an infinite crystal this definition would be too narrow, since Bloch waves are not normalisable and a continuous spectrum need not consist of eigenvalues. The theorems concern finite matrices only, and they say which energies occur, not how often.

Mathlib also attaches to each Hermitian matrix an indexed list of real eigenvalues. Stating the result with that list would make $E$ real from the start and allow multiplicities to be counted, but $H$ would first have to be proved Hermitian. That proof is short: conjugate transposition exchanges the two off-diagonal blocks and leaves $A$ and $-A$ in place.

```lean
omit [Fintype n] in
/-- The nested Hamiltonian is Hermitian when the band matrix is. -/
theorem nestedHamiltonian_isHermitian {A : Matrix n n ℂ} (hA : A.IsHermitian) (D : ℂ) :
    (nestedHamiltonian A D).IsHermitian := by
  simp [nestedHamiltonian, Matrix.IsHermitian, fromBlocks_conjTranspose,
    conjTranspose_smul, hA.eq]
```

## Mirror-image bands and a uniform coupling

Two conditions are built into the definition of $H$. Nesting says that the hole block is exactly $-A$: each electron energy has a hole energy opposite to it. Uniformity says that the coupling is a multiple of the identity, so the mean field is the same everywhere and never mixes different orbitals. By hand, both enter when $H$ is squared. The four blocks of $H^2$ are

$$\begin{aligned}
\text{upper left:}&\quad A^2+D\bar D\,I=A^2+|D|^2I,\\
\text{upper right:}&\quad A(D\,I)+(D\,I)(-A)=DA-DA=0,\\
\text{lower left:}&\quad (\bar D\,I)A+(-A)(\bar D\,I)=\bar DA-\bar DA=0,\\
\text{lower right:}&\quad \bar DD\,I+(-A)(-A)=A^2+|D|^2I.
\end{aligned}$$

The proof computes the same blocks as `h1` to `h4`, and `fromBlocks_multiply` puts them together. In the code `‖D‖` is $|D|$. Hermiticity of $A$ is not needed here.

```lean
/-- The square of the nested Hamiltonian is block diagonal, with `A² + |D|²` in both bands. -/
theorem nestedHamiltonian_sq (A : Matrix n n ℂ) (D : ℂ) :
    nestedHamiltonian A D ^ 2 =
      fromBlocks (A ^ 2 + (‖D‖ : ℂ) ^ 2 • (1 : Matrix n n ℂ)) 0 0
        (A ^ 2 + (‖D‖ : ℂ) ^ 2 • (1 : Matrix n n ℂ)) := by
  have h1 : A * A + (D • (1 : Matrix n n ℂ)) * (conj D • (1 : Matrix n n ℂ))
      = A ^ 2 + (‖D‖ : ℂ) ^ 2 • (1 : Matrix n n ℂ) := by
    rw [smul_mul_assoc, one_mul, smul_smul, Complex.mul_conj', sq A]
  -- the off-diagonal blocks cancel because the two bands are nested
  have h2 : A * (D • (1 : Matrix n n ℂ)) + (D • (1 : Matrix n n ℂ)) * (-A) = 0 := by
    simp
  have h3 : (conj D • (1 : Matrix n n ℂ)) * A + (-A) * (conj D • (1 : Matrix n n ℂ)) = 0 := by
    simp
  have h4 : (conj D • (1 : Matrix n n ℂ)) * (D • (1 : Matrix n n ℂ)) + (-A) * (-A)
      = A ^ 2 + (‖D‖ : ℂ) ^ 2 • (1 : Matrix n n ℂ) := by
    rw [smul_mul_assoc, one_mul, smul_smul, Complex.conj_mul', neg_mul_neg, sq A, add_comm]
  rw [sq (nestedHamiltonian A D), nestedHamiltonian, fromBlocks_multiply, h1, h2, h3, h4]
```

If the hole block is some other matrix $B$, the upper right block becomes $D(A+B)$. With two orbitals, $D\neq0$ and $A=B=\mathrm{diag}(|D|,-|D|)$, the levels are $-2|D|$, $0$, $0$ and $2|D|$: each crossing is split by $2|D|$, yet two levels lie at zero, and the half-filled system has no gap.

If the coupling is a matrix $\Delta$, the upper right block becomes $A\Delta-\Delta A$. Take two orbitals with $A=a\sigma_z$ and $\Delta=d\sigma_x$, where $\sigma_x,\sigma_z$ are Pauli matrices and $a,d$ are real. The two parts of $H$ then commute, and the levels are $\pm a\pm d$ with independent signs. At $a=d\neq0$ two of them vanish, although the coupling has strength $|d|$ on every state.

## Hermiticity makes $a^2$ nonnegative

The hypothesis `hA : A.IsHermitian` says that the band has no gain or loss. By hand it is used once, to show that eigenvalues of $A$ are real. Let $Ax=ax$ with $x\ne0$. Acting to the right gives $x^\dagger Ax=a\,x^\dagger x$. Acting to the left gives $x^\dagger Ax=(Ax)^\dagger x=\bar a\,x^\dagger x$. Since $x^\dagger x=\sum_i|x_i|^2>0$, it follows that $a=\bar a$.

In the proof, `h1` and `h2` are the two evaluations and `h3` is the nonvanishing norm, which is then cancelled.

```lean
omit [DecidableEq n] in
/-- Every level of a Hermitian matrix is real. -/
theorem level_real {A : Matrix n n ℂ} (hA : A.IsHermitian) {a : ℂ} (h : IsLevel A a) :
    ∃ r : ℝ, a = r := by
  obtain ⟨x, hx, h⟩ := h
  -- evaluate the expectation value of `A` by acting to the right and to the left
  have h1 : star x ⬝ᵥ (A *ᵥ x) = a * (star x ⬝ᵥ x) := by
    rw [h, dotProduct_smul, smul_eq_mul]
  have h2 : star x ⬝ᵥ (A *ᵥ x) = conj a * (star x ⬝ᵥ x) := by
    have hl : star x ᵥ* A = star (A *ᵥ x) := by rw [star_mulVec, hA.eq]
    rw [Matrix.dotProduct_mulVec, hl, h, star_smul, smul_dotProduct, smul_eq_mul,
      starRingEnd_apply]
  have h3 : star x ⬝ᵥ x ≠ 0 := by
    intro h0
    have e : star x ⬝ᵥ x = ((∑ i, ‖x i‖ ^ 2 : ℝ) : ℂ) := by
      rw [dotProduct, Complex.ofReal_sum]
      refine Finset.sum_congr rfl fun i _ => ?_
      rw [Complex.ofReal_pow]
      exact Complex.conj_mul' (x i)
    rw [e] at h0
    have hz := (Finset.sum_eq_zero_iff_of_nonneg (fun i _ => sq_nonneg ‖x i‖)).mp
      (Complex.ofReal_eq_zero.mp h0)
    apply hx
    funext i
    simpa using hz i (Finset.mem_univ i)
  exact Complex.conj_eq_iff_real.mp (mul_right_cancel₀ h3 (h2.symm.trans h1))
```

The square of $H$ gives information about $A^2$, and this has to be brought back to $A$. Suppose $A^2w=\mu w$ with $w\neq0$, and choose a complex $s$ with $s^2=\mu$. Put $v=Aw+sw$.

- If $v=0$, then $Aw=-sw$, so $-s$ is an eigenvalue of $A$.
- If $v\ne0$, then $Av=A^2w+sAw=s^2w+sAw=sv$, so $s$ is an eigenvalue of $A$.

Either way $\mu$ is the square of an eigenvalue, which is real by the previous step. The case split on `h0` is this distinction, and `level_real` supplies the real number.

```lean
/-- If a nonzero state is an eigenvector of `A²` with eigenvalue `μ`, for Hermitian `A`,
then `μ` is the square of a real level of `A`. -/
theorem level_of_sq {A : Matrix n n ℂ} (hA : A.IsHermitian) {w : n → ℂ} (hw : w ≠ 0)
    {μ : ℂ} (h : (A ^ 2) *ᵥ w = μ • w) : ∃ a : ℝ, IsLevel A a ∧ (a : ℂ) ^ 2 = μ := by
  obtain ⟨s, hs⟩ := IsAlgClosed.exists_pow_nat_eq μ (n := 2) (by norm_num)
  -- factor `A² - μ = (A - s)(A + s)`
  have key : ∃ t : ℂ, t ^ 2 = μ ∧ IsLevel A t := by
    by_cases h0 : A *ᵥ w + s • w = 0
    · exact ⟨-s, by rw [neg_sq, hs], w, hw, by
        rw [neg_smul]; exact eq_neg_of_add_eq_zero_left h0⟩
    · refine ⟨s, hs, _, h0, ?_⟩
      rw [mulVec_add, mulVec_smul, mulVec_mulVec, ← sq, h, ← hs]
      module
  obtain ⟨t, ht, hl⟩ := key
  obtain ⟨r, rfl⟩ := level_real hA hl
  exact ⟨r, hl, ht⟩
```

Without Hermiticity the gap can close. For one orbital with $A=i|D|$, the square is $H^2=(-|D|^2+|D|^2)I=0$, so $0$ is a level even when $D\ne0$.

## All three conditions give the dispersion relation

Let $Hx=Ex$ with $x=(p,q)\neq0$, where $p$ and $q$ are the electron and hole components. Then $H^2x=E^2x$, and the block form of $H^2$ gives

$$A^2p=(E^2-|D|^2)p,\qquad A^2q=(E^2-|D|^2)q.$$

At least one of $p,q$ is nonzero, so $E^2-|D|^2=a^2$ for a real eigenvalue $a$ of $A$.

Conversely, let $Au=au$ with $u\neq0$ and $E^2=a^2+|D|^2$. Try the state $((E+a)u,\ \bar Du)$. Its two components satisfy

$$a(E+a)+D\bar D=aE+E^2=E(E+a),\qquad \bar D(E+a)-a\bar D=E\bar D,$$

so $H$ multiplies it by $E$. This formula is easily trusted for every $E$, but at $D=0$ and $E=-a$ it gives the zero vector, which is not a state. There the uncoupled hole state $(0,u)$ does the job, since $H(0,u)=(0,-au)$.

For normalised $u$, a nonzero trial state is normalised by dividing by $\sqrt{(E+a)^2+|D|^2}$. Then $E\neq0$ as well, and the weight of the state in the electron band is $\tfrac12(1+a/E)$.

In the proof, `hl` and `hr` are the two component equations, and `level_of_sq` finishes the forward direction. For the converse, `key` reduces the matrix problem to the two scalar equations for the coefficients `c` and `d`, and the split on `hc` separates the exceptional case.

```lean
/-- Dispersion relation: `E` is a level of the nested Hamiltonian exactly when
`E² = a² + |D|²` for some real level `a` of the band matrix. -/
theorem isLevel_iff {A : Matrix n n ℂ} (hA : A.IsHermitian) (D E : ℂ) :
    IsLevel (nestedHamiltonian A D) E ↔
      ∃ a : ℝ, IsLevel A a ∧ E ^ 2 = (a : ℂ) ^ 2 + (‖D‖ : ℂ) ^ 2 := by
  constructor
  · rintro ⟨x, hx, h⟩
    have h2 : (nestedHamiltonian A D ^ 2) *ᵥ x = E ^ 2 • x := by
      rw [sq (nestedHamiltonian A D), ← mulVec_mulVec, h, mulVec_smul, h, smul_smul, sq E]
    rw [nestedHamiltonian_sq, fromBlocks_mulVec] at h2
    -- each band component is an eigenvector of `A²`, and one of them is nonzero
    have hl : (A ^ 2) *ᵥ (x ∘ Sum.inl) = (E ^ 2 - (‖D‖ : ℂ) ^ 2) • (x ∘ Sum.inl) := by
      funext i
      have hi := congrFun h2 (Sum.inl i)
      simp only [Sum.elim_inl, zero_mulVec, add_zero, add_mulVec, smul_mulVec, one_mulVec,
        Pi.add_apply, Pi.smul_apply, smul_eq_mul, Function.comp_apply] at hi ⊢
      linear_combination hi
    have hr : (A ^ 2) *ᵥ (x ∘ Sum.inr) = (E ^ 2 - (‖D‖ : ℂ) ^ 2) • (x ∘ Sum.inr) := by
      funext i
      have hi := congrFun h2 (Sum.inr i)
      simp only [Sum.elim_inr, zero_mulVec, zero_add, add_mulVec, smul_mulVec, one_mulVec,
        Pi.add_apply, Pi.smul_apply, smul_eq_mul, Function.comp_apply] at hi ⊢
      linear_combination hi
    have hw : ∃ w : n → ℂ, w ≠ 0 ∧ (A ^ 2) *ᵥ w = (E ^ 2 - (‖D‖ : ℂ) ^ 2) • w := by
      by_cases h0 : x ∘ Sum.inl = 0
      · refine ⟨_, fun h1 => hx ?_, hr⟩
        funext i
        rcases i with i | i
        · exact congrFun h0 i
        · exact congrFun h1 i
      · exact ⟨_, h0, hl⟩
    obtain ⟨w, hw0, hw⟩ := hw
    obtain ⟨a, ha, hsq⟩ := level_of_sq hA hw0 hw
    exact ⟨a, ha, by linear_combination -hsq⟩
  · rintro ⟨a, ⟨u, hu, h⟩, hE⟩
    -- on the states `(c u, d u)` the Hamiltonian acts as a two-level problem
    have key : ∀ c d : ℂ, a * c + D * d = E * c → conj D * c - a * d = E * d →
        nestedHamiltonian A D *ᵥ Sum.elim (c • u) (d • u)
          = E • Sum.elim (c • u) (d • u) := by
      intro c d h1 h2
      rw [nestedHamiltonian, fromBlocks_mulVec]
      funext i
      rcases i with i | i
      · simp only [Sum.elim_comp_inl, Sum.elim_comp_inr, Sum.elim_inl, mulVec_smul,
          smul_mulVec, one_mulVec, h, Pi.add_apply, Pi.smul_apply, smul_eq_mul]
        linear_combination (u i) * h1
      · simp only [Sum.elim_comp_inl, Sum.elim_comp_inr, Sum.elim_inr, mulVec_smul,
          neg_mulVec, smul_mulVec, one_mulVec, h, Pi.add_apply, Pi.smul_apply,
          Pi.neg_apply, smul_eq_mul]
        linear_combination (u i) * h2
    by_cases hc : E + a = 0 ∧ D = 0
    · refine ⟨_, fun h0 => hu ?_, key 0 1 (by rw [hc.2]; ring)
        (by linear_combination -hc.1)⟩
      funext i
      simpa using congrFun h0 (Sum.inr i)
    · refine ⟨_, fun h0 => hc ?_, key (E + a) (conj D)
        (by linear_combination Complex.mul_conj' D - hE) (by ring)⟩
      obtain ⟨i, hi⟩ := Function.ne_iff.mp hu
      rw [Pi.zero_apply] at hi
      constructor
      · simpa [hi] using congrFun h0 (Sum.inl i)
      · simpa [hi] using congrFun h0 (Sum.inr i)
```

The gap follows by taking absolute values. Since $a$ is real, $|E|^2=|E^2|=a^2+|D|^2\ge|D|^2$. In the code this equality is `hn`, and `nlinarith` passes from squares to absolute values.

```lean
/-- Excitonic gap: every level of the nested Hamiltonian has absolute value at least `|D|`. -/
theorem excitonic_gap {A : Matrix n n ℂ} (hA : A.IsHermitian) {D E : ℂ}
    (h : IsLevel (nestedHamiltonian A D) E) : ‖D‖ ≤ ‖E‖ := by
  obtain ⟨a, -, hE⟩ := (isLevel_iff hA D E).mp h
  have hcast : (a : ℂ) ^ 2 + (‖D‖ : ℂ) ^ 2 = ((a ^ 2 + ‖D‖ ^ 2 : ℝ) : ℂ) := by simp
  have hn : ‖E‖ ^ 2 = a ^ 2 + ‖D‖ ^ 2 := by
    rw [← norm_pow, hE, hcast, Complex.norm_real, Real.norm_of_nonneg (by positivity)]
  nlinarith [norm_nonneg E, norm_nonneg D, sq_nonneg a]
```

## What a nonzero $D$ and a zero mode decide

The bound is stated for every $D$, but it excludes zero energy only when $D\neq0$. At $D=0$ it reads $|E|\ge0$, and an ungapped semimetal stays ungapped.

Whether the bound is attained depends on $A$. Setting $E=|D|$ in the dispersion relation gives $a^2=0$, so $|D|$ is a level exactly when $A$ has a zero mode, that is, when the original bands touch at zero energy in this basis. On a finite momentum grid that misses the crossing, the lowest $|E|$ therefore lies strictly above $|D|$. The proof reads `isLevel_iff` in both directions, with $a=0$ for the converse.

```lean
/-- The energy `|D|` is a level of the nested Hamiltonian exactly when the band matrix has
a zero-energy level. -/
theorem gap_edge_iff {A : Matrix n n ℂ} (hA : A.IsHermitian) (D : ℂ) :
    IsLevel (nestedHamiltonian A D) (‖D‖ : ℂ) ↔ IsLevel A 0 := by
  rw [isLevel_iff hA]
  constructor
  · rintro ⟨a, ha, hE⟩
    have h2 : (a : ℂ) ^ 2 = 0 := by linear_combination -hE
    have h0 : (a : ℂ) = 0 := (pow_eq_zero_iff two_ne_zero).mp h2
    rwa [h0] at ha
  · intro h
    exact ⟨0, by simpa using h, by simp⟩
```

Finally, suppose $0$ is a level of $H$. The gap bound gives $|D|\le0$, hence $D=0$, and the edge criterion then says that $A$ has a zero mode. Conversely, if $D=0$ and $A$ has a zero mode, the same criterion puts a level of $H$ at $|D|=0$. The proof follows these two steps, using `excitonic_gap` and `gap_edge_iff`.

```lean
/-- The nested Hamiltonian has a zero-energy level exactly when the hybridization vanishes
and the band matrix has a zero-energy level. -/
theorem zero_level_iff {A : Matrix n n ℂ} (hA : A.IsHermitian) (D : ℂ) :
    IsLevel (nestedHamiltonian A D) 0 ↔ D = 0 ∧ IsLevel A 0 := by
  constructor
  · intro h
    have hD : D = 0 := by simpa using excitonic_gap hA h
    subst hD
    exact ⟨rfl, (gap_edge_iff hA 0).mp (by simpa using h)⟩
  · rintro ⟨rfl, h⟩
    simpa using (gap_edge_iff hA 0).mpr h

end ExcitonicInsulator
```

```lean
#print axioms ExcitonicInsulator.nestedHamiltonian_isHermitian
#print axioms ExcitonicInsulator.zero_level_iff
```

```
'ExcitonicInsulator.nestedHamiltonian_isHermitian' depends on axioms: [propext, Classical.choice, Quot.sound]
'ExcitonicInsulator.zero_level_iff' depends on axioms: [propext, Classical.choice, Quot.sound]
```
